# Reciprocal-space energy as a pair sum: nonnegative and bounded when the weights are nonnegative

## Can the step from structure factors to pairs be checked by machine?

In a direct Ewald summation I loop over the charges once per wave vector, accumulate the structure factor $S(k)$, and add up $w(k)|S(k)|^2$. For $N$ charges and $M$ wave vectors this takes of order $NM$ operations, whereas summing cosines over all pairs takes of order $N^2M$. The shortcut rests on the identity

$$\sum_{k\in K} w(k)\,|S(k)|^2=\sum_{i,j} q_i q_j\sum_{k\in K} w(k)\cos\langle k,r_i-r_j\rangle$$

for real charges $q_i$ at positions $r_i$ and a finite set $K$ of wave vectors with real weights $w(k)$. For $w\ge 0$ the pair sum should also lie between $0$ and $(\sum_i|q_i|)^2\sum_{k\in K} w(k)$. I would like to see this made rigorous, with a proof that Lean accepts. When are the two limits reached?

## Squaring the structure factor gives the pairs and both bounds

Write $S(k)=\sum_j q_j e^{\mathrm{i}\langle k,r_j\rangle}$, where $\mathrm{i}$ is the imaginary unit, and put $\theta_i=\langle k,r_i\rangle$. The charges are real, so the real and imaginary parts of $S(k)$ are $\sum_i q_i\cos\theta_i$ and $\sum_i q_i\sin\theta_i$. Squaring and adding them gives

$$|S(k)|^2=\sum_{i,j}q_iq_j(\cos\theta_i\cos\theta_j+\sin\theta_i\sin\theta_j)=\sum_{i,j}q_iq_j\cos\langle k,r_i-r_j\rangle .$$

Multiply by $w(k)$, sum over $K$ and exchange the finite sums. The result is $\sum_{i,j}q_iq_j\,\varphi(r_i-r_j)$ with the kernel $\varphi(x)=\sum_{k\in K}w(k)\cos\langle k,x\rangle$. The signs of the weights play no part so far.

Now let $w\ge0$ on $K$. Every term $w(k)|S(k)|^2$ is nonnegative, and so is the sum. Each phase factor has modulus one, so the triangle inequality gives $|S(k)|\le\sum_i|q_i|$. Squaring, multiplying by $w(k)$ and summing gives the upper bound.

The upper bound is reached when all $q_i\ge0$ and $\langle k,r_i-r_j\rangle\in2\pi\mathbb Z$ for every $k\in K$ and every pair. Then each cosine is $1$, $\varphi(r_i-r_j)=\sum_{k\in K} w(k)$, and the pair sum is $(\sum_i q_i)^2\sum_{k\in K} w(k)$. This condition is sufficient but not necessary, and a neutral system of nonzero charges cannot meet it. Charges of both signs also reach the bound if, for every $k\in K$, $\langle k,r_i-r_j\rangle$ is an even multiple of $\pi$ for charges of equal sign and an odd multiple for charges of opposite sign. The Lean theorem treats only nonnegative charges.

For the lower limit, let $w>0$ on $K$. A sum of nonnegative terms is zero exactly when each term is zero, and $w(k)|S(k)|^2=0$ means $S(k)=0$. The energy therefore vanishes exactly when the charge distribution has no Fourier component at any $k\in K$. The Ewald weight

$$w(k)=\frac{2\pi}{\mathrm{vol}}\,\frac{e^{-\sigma^2|k|^2/2}}{|k|^2}$$

is a product and quotient of positive factors for $\mathrm{vol}>0$ and $k\ne0$, so this criterion covers it. Here $\mathrm{vol}$ is the cell volume and $\sigma$ the width of the screening Gaussian.

Here is the complete Lean file:

```lean
import Mathlib

open Finset

namespace EwaldReciprocalEnergy

noncomputable section

variable {V ι : Type*} [NormedAddCommGroup V] [InnerProductSpace ℝ V] [Fintype ι]

/-- The structure factor `S(k) = ∑ j, q j * exp (i ⟨k, r j⟩)` of charges `q` at positions `r`. -/
def structureFactor (q : ι → ℝ) (r : ι → V) (k : V) : ℂ :=
  ∑ j, (q j : ℂ) * Complex.exp ((inner ℝ k (r j) : ℝ) * Complex.I)

/-- The reciprocal-space energy: the weighted sum of `|S(k)|²` over the wave vectors in `K`. -/
def reciprocalEnergy (K : Finset V) (w : V → ℝ) (q : ι → ℝ) (r : ι → V) : ℝ :=
  ∑ k ∈ K, w k * ‖structureFactor q r k‖ ^ 2

/-- The pair kernel `φ(x) = ∑ k, w k * cos ⟨k, x⟩` as a function of the separation `x`. -/
def pairKernel (K : Finset V) (w : V → ℝ) (x : V) : ℝ :=
  ∑ k ∈ K, w k * Real.cos (inner ℝ k x)

/-- The pair energy: the sum of `q i * q j * φ(r i - r j)` over all ordered pairs,
including `i = j`. -/
def pairEnergy (K : Finset V) (w : V → ℝ) (q : ι → ℝ) (r : ι → V) : ℝ :=
  ∑ i, ∑ j, q i * q j * pairKernel K w (r i - r j)

/-- The squared modulus of the structure factor is a double sum over charges of cosines of
the phase differences. -/
theorem norm_sq_structureFactor (q : ι → ℝ) (r : ι → V) (k : V) :
    ‖structureFactor q r k‖ ^ 2 =
      ∑ i, ∑ j, q i * q j * Real.cos (inner ℝ k (r i - r j)) := by
  -- real and imaginary parts are the cosine and sine sums
  have hre : (structureFactor q r k).re = ∑ i, q i * Real.cos (inner ℝ k (r i)) := by
    unfold structureFactor
    rw [Complex.re_sum]
    refine sum_congr rfl fun i _ => ?_
    rw [Complex.re_ofReal_mul, Complex.exp_ofReal_mul_I_re]
  have him : (structureFactor q r k).im = ∑ i, q i * Real.sin (inner ℝ k (r i)) := by
    unfold structureFactor
    rw [Complex.im_sum]
    refine sum_congr rfl fun i _ => ?_
    rw [Complex.im_ofReal_mul, Complex.exp_ofReal_mul_I_im]
  rw [Complex.sq_norm, Complex.normSq_apply, hre, him, sum_mul_sum, sum_mul_sum,
    ← sum_add_distrib]
  refine sum_congr rfl fun i _ => ?_
  rw [← sum_add_distrib]
  refine sum_congr rfl fun j _ => ?_
  rw [inner_sub_right, Real.cos_sub]
  ring

/-- The modulus of the structure factor is at most the sum of the absolute charges. -/
theorem norm_structureFactor_le (q : ι → ℝ) (r : ι → V) (k : V) :
    ‖structureFactor q r k‖ ≤ ∑ i, |q i| := by
  calc ‖structureFactor q r k‖
      ≤ ∑ i, ‖(q i : ℂ) * Complex.exp ((inner ℝ k (r i) : ℝ) * Complex.I)‖ :=
        norm_sum_le _ _
    _ = ∑ i, |q i| := by
        refine sum_congr rfl fun i _ => ?_
        rw [norm_mul, Complex.norm_exp_ofReal_mul_I, mul_one, Complex.norm_real,
          Real.norm_eq_abs]

/-- The reciprocal-space energy equals the pair energy, for real weights of any sign. -/
theorem reciprocalEnergy_eq_pairEnergy (K : Finset V) (w : V → ℝ) (q : ι → ℝ) (r : ι → V) :
    reciprocalEnergy K w q r = pairEnergy K w q r := by
  unfold reciprocalEnergy pairEnergy pairKernel
  simp_rw [norm_sq_structureFactor, mul_sum]
  -- move the sum over wave vectors inside the sums over charges
  rw [sum_comm]
  refine sum_congr rfl fun i _ => ?_
  rw [sum_comm]
  refine sum_congr rfl fun j _ => sum_congr rfl fun k _ => ?_
  ring

/-- For nonnegative weights the pair energy is nonnegative and at most the square of the total
absolute charge times the total weight. -/
theorem pairEnergy_bounds (K : Finset V) (w : V → ℝ) (hw : ∀ k ∈ K, 0 ≤ w k)
    (q : ι → ℝ) (r : ι → V) :
    0 ≤ pairEnergy K w q r ∧
      pairEnergy K w q r ≤ (∑ i, |q i|) ^ 2 * ∑ k ∈ K, w k := by
  rw [← reciprocalEnergy_eq_pairEnergy]
  unfold reciprocalEnergy
  constructor
  · exact sum_nonneg fun k hk => mul_nonneg (hw k hk) (sq_nonneg _)
  · rw [mul_sum]
    refine sum_le_sum fun k hk => ?_
    rw [mul_comm]
    exact mul_le_mul_of_nonneg_right
      (pow_le_pow_left₀ (norm_nonneg _) (norm_structureFactor_le q r k) 2) (hw k hk)

/-- The pair energy equals the square of the total absolute charge times the total weight for
nonnegative charges whose separations satisfy the Bragg condition `⟨k, r i - r j⟩ ∈ 2πℤ` for every
wave vector in `K`. -/
theorem pairEnergy_eq_bound_of_bragg (K : Finset V) (w : V → ℝ) (q : ι → ℝ) (r : ι → V)
    (hq : ∀ i, 0 ≤ q i)
    (hr : ∀ k ∈ K, ∀ i j, ∃ n : ℤ, inner ℝ k (r i - r j) = (n : ℝ) * (2 * Real.pi)) :
    pairEnergy K w q r = (∑ i, |q i|) ^ 2 * ∑ k ∈ K, w k := by
  -- every cosine in the kernel equals one
  have hker : ∀ i j, pairKernel K w (r i - r j) = ∑ k ∈ K, w k := by
    intro i j
    unfold pairKernel
    refine sum_congr rfl fun k hk => ?_
    obtain ⟨n, hn⟩ := hr k hk i j
    rw [hn, Real.cos_int_mul_two_pi, mul_one]
  have habs : ∑ i, |q i| = ∑ i, q i := sum_congr rfl fun i _ => abs_of_nonneg (hq i)
  unfold pairEnergy
  simp_rw [hker]
  rw [habs, sq, sum_mul_sum, sum_mul]
  refine sum_congr rfl fun i _ => ?_
  rw [sum_mul]

/-- For strictly positive weights the pair energy vanishes exactly when the structure factor
vanishes at every wave vector in `K`. -/
theorem pairEnergy_eq_zero_iff (K : Finset V) (w : V → ℝ) (hw : ∀ k ∈ K, 0 < w k)
    (q : ι → ℝ) (r : ι → V) :
    pairEnergy K w q r = 0 ↔ ∀ k ∈ K, structureFactor q r k = 0 := by
  rw [← reciprocalEnergy_eq_pairEnergy]
  unfold reciprocalEnergy
  rw [sum_eq_zero_iff_of_nonneg fun k hk => mul_nonneg (hw k hk).le (sq_nonneg _)]
  refine forall₂_congr fun k hk => ?_
  rw [mul_eq_zero, or_iff_right (hw k hk).ne', pow_eq_zero_iff two_ne_zero, norm_eq_zero]

/-- The Ewald weight `(2π / vol) * exp (-σ²|k|²/2) / |k|²` for cell volume `vol` and Gaussian
width `σ`, meant for `vol > 0` and `k ≠ 0`. -/
def ewaldWeight (vol σ : ℝ) (k : V) : ℝ :=
  2 * Real.pi / vol * Real.exp (-(σ ^ 2 * ‖k‖ ^ 2 / 2)) / ‖k‖ ^ 2

omit [InnerProductSpace ℝ V] in
/-- For positive cell volume the Ewald weight is strictly positive at every nonzero wave vector. -/
theorem ewaldWeight_pos {vol : ℝ} (hvol : 0 < vol) (σ : ℝ) {k : V} (hk : k ≠ 0) :
    0 < ewaldWeight vol σ k := by
  have hk' : 0 < ‖k‖ := norm_pos_iff.mpr hk
  have hpi := Real.pi_pos
  unfold ewaldWeight
  positivity

/-- With Ewald weights for a positive cell volume on a finite set of nonzero wave vectors, the pair
energy vanishes exactly when the structure factor vanishes on that set. -/
theorem ewald_pairEnergy_eq_zero_iff {vol : ℝ} (hvol : 0 < vol) (σ : ℝ) (K : Finset V)
    (hK : (0 : V) ∉ K) (q : ι → ℝ) (r : ι → V) :
    pairEnergy K (ewaldWeight vol σ) q r = 0 ↔ ∀ k ∈ K, structureFactor q r k = 0 :=
  pairEnergy_eq_zero_iff K _
    (fun _ hk => ewaldWeight_pos hvol σ (ne_of_mem_of_not_mem hk hK)) q r

end

end EwaldReciprocalEnergy
```

```lean
#print axioms EwaldReciprocalEnergy.reciprocalEnergy_eq_pairEnergy
#print axioms EwaldReciprocalEnergy.pairEnergy_bounds
#print axioms EwaldReciprocalEnergy.pairEnergy_eq_bound_of_bragg
#print axioms EwaldReciprocalEnergy.ewald_pairEnergy_eq_zero_iff
```

```
'EwaldReciprocalEnergy.reciprocalEnergy_eq_pairEnergy' depends on axioms: [propext, Classical.choice, Quot.sound]
'EwaldReciprocalEnergy.pairEnergy_bounds' depends on axioms: [propext, Classical.choice, Quot.sound]
'EwaldReciprocalEnergy.pairEnergy_eq_bound_of_bragg' depends on axioms: [propext, Classical.choice, Quot.sound]
'EwaldReciprocalEnergy.ewald_pairEnergy_eq_zero_iff' depends on axioms: [propext, Classical.choice, Quot.sound]
```

### What the definitions and hypotheses mean

The finite type `ι` labels the charges, and `V` is any real inner product space, so ordinary three-dimensional space is one case. `structureFactor` is the complex number $S(k)$, and `‖structureFactor q r k‖` is its modulus. `reciprocalEnergy` and `pairEnergy` are defined separately, one from structure factors and the other from `pairKernel`, so `reciprocalEnergy_eq_pairEnergy` has real content.

The pair energy runs over ordered pairs and includes $i=j$. These diagonal terms contribute $\varphi(0)\sum_i q_i^2$. The reciprocal part of an Ewald sum describes Gaussians of the same sign as the charges, which compensate the screening Gaussians of the real-space part. In the full lattice sum the diagonal terms include the interaction of each charge with its own compensating Gaussian, which is subtracted separately, and with those of its periodic images, which is kept. The lower bound concerns the sum with these terms kept.

The hypothesis `hw` in `pairEnergy_bounds` says that no Fourier component of the charge density lowers the energy. In `pairEnergy_eq_bound_of_bragg`, `hr` is the Bragg condition: waves scattered from all the charges add in phase. `ewaldWeight` is the weight for the three-dimensional Coulomb interaction in Gaussian units, and its prefactor $2\pi$ already contains the factor $\tfrac12$ for double counting. The hypothesis `hK` leaves out $k=0$, where the Coulomb factor $1/|k|^2$ is singular.

`K` is an arbitrary finite set: it need not come from a reciprocal lattice, and `vol` is not tied to it. Neutrality is not assumed. The infinite lattice sum, its truncation error, the real-space part and the treatment of $k=0$ are not addressed.

For classical point charges and a truncated set of wave vectors, the bounds give a program that sums directly over charges and wave vectors a simple check: with nonnegative weights, a reciprocal energy (diagonal terms included) outside them by more than rounding error indicates a fault.

### How the proofs follow the calculation

`norm_sq_structureFactor` first establishes the cosine and sine sums as `hre` and `him`. `Complex.normSq_apply` writes the squared modulus as the sum of their squares, and `sum_mul_sum` expands these into double sums. For each pair, `inner_sub_right` and `Real.cos_sub` then supply the cosine difference formula.

`reciprocalEnergy_eq_pairEnergy` inserts this result and applies `sum_comm` twice, which moves the sum over wave vectors inside the two sums over charges. `norm_structureFactor_le` is the triangle inequality, `norm_sum_le`, followed by the fact that each phase factor has modulus one.

`pairEnergy_bounds` goes back to the structure-factor form, where both inequalities can be proved term by term. The Bragg theorem stays with the pair form: `hker` shows that the kernel equals the total weight for every pair, using `Real.cos_int_mul_two_pi`, and the double sum then factors into a square.

In `pairEnergy_eq_zero_iff`, the lemma `sum_eq_zero_iff_of_nonneg` reduces a vanishing sum to vanishing terms, and positivity of `w k` leaves only $S(k)=0$. `ewaldWeight_pos` provides that positivity for the Ewald weight, and `ewald_pairEnergy_eq_zero_iff` combines the two.
